# Anderson mixing with least-squares coefficients is a quasi-Newton step when the residual differences are linearly independent

Let the columns of the real matrices \(dX\) and \(dF\) hold differences of iterates and of their residuals, let \(x\) be the current iterate with residual \(f\), and let \(\beta\) be a real mixing parameter. The sign convention is that simple mixing reads \(x+\beta f\), while a quasi-Newton step reads \(x-Hf\), with \(H\) an approximate inverse Jacobian of the residual.

```lean
import Mathlib

open Matrix

namespace AndersonAcceleration

noncomputable section

variable {ι κ : Type*} [Fintype ι] [DecidableEq ι] [Fintype κ] [DecidableEq κ]

/-- The squared Euclidean norm of a real vector. -/
def sqNorm (v : ι → ℝ) : ℝ := v ⬝ᵥ v

/-- The squared Frobenius norm of a real square matrix. -/
def frobSq (A : Matrix ι ι ℝ) : ℝ := ∑ i, ∑ j, A i j ^ 2

/-- The coefficients `γ` minimise the Euclidean norm of the mixed residual `f - dF γ`. -/
def IsOptimal (dF : Matrix ι κ ℝ) (f : ι → ℝ) (γ : κ → ℝ) : Prop :=
  ∀ c : κ → ℝ, sqNorm (f - dF *ᵥ γ) ≤ sqNorm (f - dF *ᵥ c)

/-- The Anderson approximation to the inverse Jacobian, built from the differences `dX` of
iterates and `dF` of residuals; its domain is `dFᵀ dF` invertible. -/
def andersonH (β : ℝ) (dX dF : Matrix ι κ ℝ) : Matrix ι ι ℝ :=
  (-β) • (1 : Matrix ι ι ℝ) + (dX + β • dF) * (dFᵀ * dF)⁻¹ * dFᵀ

/-- The Anderson mixing step from the iterate `x` with residual `f`, mixing parameter `β`
and coefficients `γ`. -/
def andersonStep (β : ℝ) (dX dF : Matrix ι κ ℝ) (x f : ι → ℝ) (γ : κ → ℝ) : ι → ℝ :=
  x + β • f - (dX + β • dF) *ᵥ γ

omit [DecidableEq ι] [DecidableEq κ] in
/-- If the mixed residual `f - dF γ` is orthogonal to all stored residual differences, then changing
the coefficients to `c` increases the squared norm of the mixed residual by the squared norm of
`dF (c - γ)`. -/
theorem sqNorm_residual (dF : Matrix ι κ ℝ) (f : ι → ℝ) (γ c : κ → ℝ)
    (h : dFᵀ *ᵥ (f - dF *ᵥ γ) = 0) :
    sqNorm (f - dF *ᵥ c) = sqNorm (f - dF *ᵥ γ) + sqNorm (dF *ᵥ (c - γ)) := by
  have key : ∀ r d : ι → ℝ, r ⬝ᵥ d = 0 → sqNorm (r - d) = sqNorm r + sqNorm d := by
    intro r d hrd
    unfold sqNorm
    rw [sub_dotProduct, dotProduct_sub, dotProduct_sub, dotProduct_comm d r, hrd]
    ring
  have ho : (f - dF *ᵥ γ) ⬝ᵥ (dF *ᵥ (c - γ)) = 0 := by
    rw [Matrix.dotProduct_mulVec, ← Matrix.mulVec_transpose, h, zero_dotProduct]
  have hs : f - dF *ᵥ c = (f - dF *ᵥ γ) - dF *ᵥ (c - γ) := by
    rw [Matrix.mulVec_sub]
    abel
  rw [hs, key _ _ ho]

omit [DecidableEq ι] in
/-- When `dFᵀ dF` is invertible, the coefficients are optimal exactly when they are given by
the solution `(dFᵀ dF)⁻¹ dFᵀ f` of the normal equations. -/
theorem isOptimal_iff (dF : Matrix ι κ ℝ) (f : ι → ℝ) (γ : κ → ℝ)
    (h : IsUnit (dFᵀ * dF).det) :
    IsOptimal dF f γ ↔ γ = (dFᵀ * dF)⁻¹ *ᵥ (dFᵀ *ᵥ f) := by
  have normal : dFᵀ *ᵥ (f - dF *ᵥ ((dFᵀ * dF)⁻¹ *ᵥ (dFᵀ *ᵥ f))) = 0 := by
    have hN : ∀ w : κ → ℝ, (dFᵀ * dF) *ᵥ ((dFᵀ * dF)⁻¹ *ᵥ w) = w := by
      intro w
      rw [Matrix.mulVec_mulVec, Matrix.mul_nonsing_inv _ h, Matrix.one_mulVec]
    rw [Matrix.mulVec_sub, Matrix.mulVec_mulVec, hN, sub_self]
  have pyth := fun c => sqNorm_residual dF f _ c normal
  constructor
  · intro hγ
    -- the excess norm of a minimiser vanishes, and `dF` is injective
    have h1 := hγ ((dFᵀ * dF)⁻¹ *ᵥ (dFᵀ *ᵥ f))
    rw [pyth γ] at h1
    have h2 : 0 ≤ sqNorm (dF *ᵥ (γ - (dFᵀ * dF)⁻¹ *ᵥ (dFᵀ *ᵥ f))) :=
      Finset.sum_nonneg fun i _ => mul_self_nonneg _
    have h3 : dF *ᵥ (γ - (dFᵀ * dF)⁻¹ *ᵥ (dFᵀ *ᵥ f)) = 0 :=
      dotProduct_self_eq_zero.mp (le_antisymm (by unfold sqNorm at *; linarith) h2)
    have hinj : ∀ w : κ → ℝ, dF *ᵥ w = 0 → w = 0 := by
      intro w hw
      rw [← Matrix.one_mulVec w, ← Matrix.nonsing_inv_mul _ h, ← Matrix.mulVec_mulVec,
        ← Matrix.mulVec_mulVec, hw, Matrix.mulVec_zero, Matrix.mulVec_zero]
    exact sub_eq_zero.mp (hinj _ h3)
  · intro hγ c
    rw [hγ, pyth c]
    have h2 : 0 ≤ sqNorm (dF *ᵥ (c - (dFᵀ * dF)⁻¹ *ᵥ (dFᵀ *ᵥ f))) :=
      Finset.sum_nonneg fun i _ => mul_self_nonneg _
    linarith

/-- When `dFᵀ dF` is invertible, the Anderson matrix maps every stored residual difference to
the corresponding difference of iterates. -/
theorem andersonH_secant (β : ℝ) (dX dF : Matrix ι κ ℝ) (h : IsUnit (dFᵀ * dF).det) :
    andersonH β dX dF * dF = dX := by
  rw [andersonH, Matrix.add_mul, Matrix.smul_mul, Matrix.one_mul, Matrix.mul_assoc,
    Matrix.mul_assoc, Matrix.nonsing_inv_mul _ h, Matrix.mul_one]
  module

/-- Anderson acceleration is a multisecant quasi-Newton method: when `dFᵀ dF` is invertible,
`H` satisfies the secant equations, the optimal coefficients exist and are unique, and the
quasi-Newton step `x - H f` is the Anderson mixing step with these coefficients. -/
theorem anderson_eq_quasiNewton (β : ℝ) (dX dF : Matrix ι κ ℝ) (x f : ι → ℝ)
    (h : IsUnit (dFᵀ * dF).det) :
    andersonH β dX dF * dF = dX ∧ (∃! γ, IsOptimal dF f γ) ∧
      ∀ γ, IsOptimal dF f γ →
        x - andersonH β dX dF *ᵥ f = andersonStep β dX dF x f γ := by
  refine ⟨andersonH_secant β dX dF h, ?_, ?_⟩
  · exact ⟨_, (isOptimal_iff dF f _ h).mpr rfl, fun γ hγ => (isOptimal_iff dF f γ h).mp hγ⟩
  · intro γ hγ
    rw [(isOptimal_iff dF f γ h).mp hγ, andersonStep, andersonH, Matrix.add_mulVec,
      Matrix.smul_mulVec, Matrix.one_mulVec, ← Matrix.mulVec_mulVec, ← Matrix.mulVec_mulVec]
    module

/-- When `dFᵀ dF` is invertible, every other matrix `G` that satisfies the secant equations is
strictly farther from simple mixing `-β I` in the Frobenius norm than the Anderson matrix. -/
theorem andersonH_minimal_change (β : ℝ) (dX dF : Matrix ι κ ℝ) (G : Matrix ι ι ℝ)
    (h : IsUnit (dFᵀ * dF).det) (hG : G * dF = dX) (hne : G ≠ andersonH β dX dF) :
    frobSq (andersonH β dX dF + β • (1 : Matrix ι ι ℝ)) <
      frobSq (G + β • (1 : Matrix ι ι ℝ)) := by
  have hD : (G - andersonH β dX dF) * dF = 0 := by
    rw [Matrix.sub_mul, hG, andersonH_secant β dX dF h, sub_self]
  have hH : andersonH β dX dF + β • (1 : Matrix ι ι ℝ) =
      (dX + β • dF) * (dFᵀ * dF)⁻¹ * dFᵀ := by
    unfold andersonH
    module
  -- the correction and the deviation `G - H` are orthogonal
  have cross : ((andersonH β dX dF + β • (1 : Matrix ι ι ℝ)) *
      (G - andersonH β dX dF)ᵀ).trace = 0 := by
    rw [hH, Matrix.mul_assoc, ← Matrix.transpose_mul, hD, Matrix.transpose_zero,
      Matrix.mul_zero, Matrix.trace_zero]
  have expand : ∀ P D : Matrix ι ι ℝ,
      frobSq (P + D) = frobSq P + 2 * (P * Dᵀ).trace + frobSq D := by
    intro P D
    simp only [frobSq, Matrix.trace, Matrix.diag_apply, Matrix.mul_apply,
      Matrix.transpose_apply, Matrix.add_apply, Finset.mul_sum, ← Finset.sum_add_distrib]
    refine Finset.sum_congr rfl fun i _ => Finset.sum_congr rfl fun j _ => ?_
    ring
  have hpos : 0 < frobSq (G - andersonH β dX dF) := by
    obtain ⟨i, j, hij⟩ : ∃ i j, (G - andersonH β dX dF) i j ≠ 0 := by
      by_contra hn
      push Not at hn
      exact hne (sub_eq_zero.mp (by ext i j; exact hn i j))
    exact Finset.sum_pos' (fun a _ => Finset.sum_nonneg fun b _ => sq_nonneg _)
      ⟨i, Finset.mem_univ i, Finset.sum_pos' (fun b _ => sq_nonneg _)
        ⟨j, Finset.mem_univ j, by positivity⟩⟩
  have hsplit : G + β • (1 : Matrix ι ι ℝ) =
      (andersonH β dX dF + β • (1 : Matrix ι ι ℝ)) + (G - andersonH β dX dF) := by
    abel
  rw [hsplit, expand (andersonH β dX dF + β • (1 : Matrix ι ι ℝ)) (G - andersonH β dX dF),
    cross]
  linarith

omit [DecidableEq κ] in
/-- For an affine residual `J x - b`, the residual after an Anderson step is `I + β J` applied
to the mixed residual `f - dF γ`. -/
theorem affine_residual (β : ℝ) (J : Matrix ι ι ℝ) (b x : ι → ℝ) (dX : Matrix ι κ ℝ)
    (γ : κ → ℝ) :
    J *ᵥ andersonStep β dX (J * dX) x (J *ᵥ x - b) γ - b =
      (1 + β • J) *ᵥ ((J *ᵥ x - b) - (J * dX) *ᵥ γ) := by
  simp only [andersonStep, Matrix.mulVec_add, Matrix.mulVec_sub, Matrix.mulVec_smul,
    Matrix.add_mulVec, Matrix.smul_mulVec, Matrix.one_mulVec, ← Matrix.mulVec_mulVec]
  module

omit [DecidableEq κ] in
/-- For an affine residual `J x - b` that lies in the span of the stored residual differences,
one Anderson step with optimal coefficients makes the residual vanish. -/
theorem affine_exact (β : ℝ) (J : Matrix ι ι ℝ) (b x : ι → ℝ) (dX : Matrix ι κ ℝ)
    (γ c : κ → ℝ) (hc : J *ᵥ x - b = (J * dX) *ᵥ c)
    (hγ : IsOptimal (J * dX) (J *ᵥ x - b) γ) :
    J *ᵥ andersonStep β dX (J * dX) x (J *ᵥ x - b) γ - b = 0 := by
  have h1 := hγ c
  have h2 : sqNorm ((J *ᵥ x - b) - (J * dX) *ᵥ c) = 0 := by
    rw [sub_eq_zero.mpr hc, sqNorm, zero_dotProduct]
  rw [h2] at h1
  have h3 : (J *ᵥ x - b) - (J * dX) *ᵥ γ = 0 :=
    dotProduct_self_eq_zero.mp
      (le_antisymm h1 (Finset.sum_nonneg fun i _ => mul_self_nonneg _))
  rw [affine_residual, h3, Matrix.mulVec_zero]

end

end AndersonAcceleration
```

```lean
#print axioms AndersonAcceleration.anderson_eq_quasiNewton
#print axioms AndersonAcceleration.andersonH_minimal_change
#print axioms AndersonAcceleration.affine_exact
```

```
'AndersonAcceleration.anderson_eq_quasiNewton' depends on axioms: [propext, Classical.choice, Quot.sound]
'AndersonAcceleration.andersonH_minimal_change' depends on axioms: [propext, Classical.choice, Quot.sound]
'AndersonAcceleration.affine_exact' depends on axioms: [propext, Classical.choice, Quot.sound]
```

## The two forms of the step

The finite type `ι` labels the components of \(x\) and `κ` labels the stored differences. With \(N=dF^{T}dF\), `andersonH` is

\[
H=-\beta I+(dX+\beta\,dF)N^{-1}dF^{T},
\]

and `andersonStep` is \(x+\beta f-(dX+\beta\,dF)\gamma\). `IsOptimal dF f γ` says that \(\gamma\) minimises \(\|f-dF\,\gamma\|^2\), and hence the norm itself.

The hypothesis `IsUnit (dFᵀ * dF).det` says that \(N\) is invertible: no stored residual difference is a linear combination of the others. Under it, `anderson_eq_quasiNewton` states that \(H\,dF=dX\), that exactly one \(\gamma\) is optimal, and that \(x-Hf\) is the Anderson step with this \(\gamma\). The matrices need not come from an actual iteration. With no stored differences, both forms reduce to simple mixing.

In self-consistent-field calculations \(x\) can be a discretised density or potential; the theorem then identifies two forms of a single update with a finite real history and the unweighted Euclidean norm, and makes no statement about convergence.

## Least squares and the secant equation

Set \(\gamma_*=N^{-1}dF^{T}f\) and \(r=f-dF\,\gamma_*\). Then

\[
dF^{T}r=dF^{T}f-NN^{-1}dF^{T}f=0 .
\]

For any coefficients \(c\), \(f-dF\,c=r-dF(c-\gamma_*)\). The cross term is \(r\cdot dF(c-\gamma_*)=(dF^{T}r)\cdot(c-\gamma_*)=0\), so

\[
\|f-dF\,c\|^2=\|r\|^2+\|dF(c-\gamma_*)\|^2 .
\]

This is `sqNorm_residual`. It shows that \(\gamma_*\) is optimal. If \(c\) is optimal too, the last term vanishes, so \(dF(c-\gamma_*)=0\); multiplying by \(N^{-1}dF^{T}\) gives \(c=\gamma_*\). In `isOptimal_iff`, `normal` is the orthogonality of \(r\), `pyth` the norm identity and `hinj` the last multiplication.

The secant equation, `andersonH_secant`, follows by cancelling the inverse:

\[
H\,dF=-\beta\,dF+(dX+\beta\,dF)N^{-1}N=dX .
\]

Applying \(H\) to \(f\) gives

\[
x-Hf=x+\beta f-(dX+\beta\,dF)N^{-1}dF^{T}f,
\]

which is the Anderson step with \(\gamma=\gamma_*\). The Lean proof substitutes this formula for \(\gamma\), expands the products, and lets `module` compare the linear combinations.

Invertibility matters already in one dimension. Take \(dF=0\) and \(dX=1\): no \(H\) satisfies \(H\cdot0=1\), every \(\gamma\) is optimal, and the step \(x+\beta f-\gamma\) depends on which one is chosen.

## The smallest change from simple mixing

Many matrices \(G\) may satisfy \(G\,dF=dX\). By `andersonH_minimal_change`, each one other than \(H\) is strictly farther from \(-\beta I\) in the Frobenius norm. Put \(D=G-H\), so that \(D\,dF=0\). Then

\[
\operatorname{tr}\big[(H+\beta I)D^{T}\big]
=\operatorname{tr}\big[(dX+\beta\,dF)N^{-1}(D\,dF)^{T}\big]=0,
\]

and therefore

\[
\|G+\beta I\|_F^2=\|H+\beta I\|_F^2+\|D\|_F^2 .
\]

The last term is positive because \(D\neq0\). These steps are `cross`, `expand` and `hpos` in the proof.

## Affine residuals

Suppose \(f=Jx-b\) with a constant matrix \(J\) and vector \(b\), as in a linearised self-consistency problem. Residual differences are then \(dF=J\,dX\), and the residual after the step is

\[
f+\beta Jf-J\,dX\,\gamma-\beta J\,J\,dX\,\gamma
=(I+\beta J)(f-dF\,\gamma).
\]

This is `affine_residual`, valid for any \(\gamma\). If \(f=dF\,c\) for some \(c\), the minimum of \(\|f-dF\,\gamma\|\) is zero, so an optimal \(\gamma\) makes the new residual vanish for every \(\beta\). That is `affine_exact`, which needs neither \(N\) nor \(J\) to be invertible.

Without the span condition the new residual can be nonzero. In two dimensions with \(J=I\), \(dX=(1,0)^{T}\) and \(f=(0,1)^{T}\), the optimal coefficient is \(0\) and the new residual is \((1+\beta)f\), which is nonzero unless \(\beta=-1\).
